# Sum rules for atomic polar tensors from the shift and rotation laws of the dipole

## The dipole as a function of the nuclear positions

We take the molecular dipole, measured from the fixed origin of the coordinates, to be a function $\mu$ that assigns a vector in $\mathbb{R}^3$ to every configuration $x=(x_i)$ of the atoms. No Hamiltonian or wavefunction appears. Two properties of an isolated molecule are assumed instead:

- **Shift law:** $\mu(x+c)=\mu(x)+Qc$ when every atom is moved by the same vector $c$. The real number $Q$ stands for the total charge, nuclei and electrons together.
- **Rotation law:** $\mu(Rx)=R\,\mu(x)$ when every position is turned by the same proper rotation $R$ about the origin. Physically, no external field or fixed surroundings single out a direction.

The atomic polar tensor of atom $i$ is the $3\times3$ matrix
$$(P_i)_{ab}=\frac{\partial \mu_a}{\partial x_{i,b}},$$
where $a$ labels the dipole component and $b$ the coordinate of the atom. Contracted with a normal mode, these tensors give the dipole derivative along that mode; in the double-harmonic approximation the infrared intensity is proportional to its squared length.

## Two sum rules

If $\mu$ is differentiable at $x$ and obeys both laws, then
$$\sum_i P_i=Q\,\mathbf 1,\qquad \sum_i P_i(w\times x_i)=w\times\mu(x)\quad\text{for every } w\in\mathbb{R}^3.$$

**Shifts.** By linearity of the derivative, the change of the dipole along atomic displacements $v_i$ is
$$D\mu(x)[v]=\sum_i\sum_b \frac{\partial\mu}{\partial x_{i,b}}\,v_{i,b}=\sum_i P_iv_i.$$
Differentiate $\mu(x+tc)=\mu(x)+tQc$ at $t=0$. The result is $\sum_iP_ic=Qc$ for every $c$, which is the first rule.

**A curve of rotations.** Let $K$ be the matrix with $Kv=w\times v$, and let $s=|w|^2$. Then $K^{\mathsf T}=-K$ and $K^3=-sK$. For $R=\mathbf 1+fK+gK^2$,
$$RR^{\mathsf T}=(\mathbf 1+gK^2)^2-f^2K^2=\mathbf 1+(2g-f^2-g^2s)K^2.$$
The eigenvalues of $K$ are $0$ and $\pm i\sqrt s$, so
$$\det R=(1-gs)^2+f^2s=1-s\,(2g-f^2-g^2s).$$
Hence $R$ is a proper rotation whenever $2g=f^2+g^2s$. The choice
$$f(t)=\frac{4t}{4+t^2s},\qquad g(t)=\frac{2t^2}{4+t^2s}$$
satisfies this, because
$$f^2+g^2s=\frac{4t^2(4+t^2s)}{(4+t^2s)^2}=2g.$$
At $t=0$ we have $f=g=0$, $f'=1$ and $g'=0$. The curve $R(t)$ therefore starts at the identity, and $R(t)v$ has initial velocity $w\times v$.

**Rotations.** Differentiate $\mu(R(t)x)=R(t)\mu(x)$ at $t=0$. The left side gives $\sum_iP_i(w\times x_i)$ and the right side gives $w\times\mu(x)$, which is the second rule.

**Rigid displacements.** Adding the two results, the dipole derivative along $c+w\times x_i$ is $Qc+w\times\mu(x)$.

**From the first rule back to the shift law.** Suppose $\mu$ is differentiable everywhere and $\sum_iP_i=Q\,\mathbf 1$ at every configuration. Then $\mu(x+tc)-tQc$ has derivative $Qc-Qc=0$ in $t$. It is constant, and comparing $t=1$ with $t=0$ gives the shift law.

## One atom

For a single atom the first rule reads $P=Q\,\mathbf 1$. The second becomes $w\times(Qx-\mu(x))=0$ for every $w$, so $\mu(x)=Qx$. A lone neutral atom has no dipole in this model.

## Checking computed polar tensors

In a finite-difference calculation, column $b$ of $P_i$ is approximated by moving atom $i$ by $\pm h$ along axis $b$ and dividing the dipole difference by $2h$. Summing the matrices over the atoms should return $Q\,\mathbf 1$. Three further comparisons, with $w$ along each axis, test the second rule; the dipole and the coordinates must refer to the same axes and, for a charged molecule, to the same origin. For a charged molecule the first rule also needs this origin to stay fixed while an atom is moved: if the dipole is taken about the centre of mass, the matrices sum to zero instead. A deviation points to an error, for instance from the step size, the convergence threshold or an integration grid. Errors that cancel in these sums go unnoticed.

The second rule also shows what happens when a computed vibrational mode retains some overall rotation: for a neutral polar molecule, an admixed rotation with displacements $w\times x_i$ adds the term $w\times\mu$ to the dipole derivative.

## How the Lean statement reads

The finite type `ι` labels the atoms, and `Vec` is $\mathbb{R}^3$ with components numbered 0, 1, 2. In `polarTensor`, `Pi.single i (Pi.single b 1)` is the unit displacement of atom `i` along axis `b`. Rows therefore belong to the dipole and columns to the atom; a program that stores the transpose needs its output transposed first.

`ShiftLaw μ Q` and `RotationLaw μ` are the two laws, required at all configurations. `IsRotation` demands $RR^{\mathsf T}=\mathbf 1$ and determinant one, so nothing is assumed about reflections. The symbols `*ᵥ` and `⨯₃` denote matrix times vector and the cross product.

The main theorem, `polarTensor_sum_rules`, needs differentiability only at the configuration `x` considered. It takes both laws as hypotheses, although the derivation of the first rule uses only the shift law. Whether a given electronic-structure method yields a differentiable dipole with these symmetries is a separate question. The function must also be defined for all positions, coincident atoms included.

```lean
import Mathlib

open Matrix

namespace AtomicPolarTensor

noncomputable section

/-- Vectors in three-dimensional space. -/
abbrev Vec := Fin 3 → ℝ

variable {ι : Type*} [Fintype ι] [DecidableEq ι]

/-- The atomic polar tensor of atom `i`: entry `(a, b)` is the derivative of dipole component `a`
with respect to coordinate `b` of that atom. -/
def polarTensor (μ : (ι → Vec) → Vec) (x : ι → Vec) (i : ι) : Matrix (Fin 3) (Fin 3) ℝ :=
  Matrix.of fun a b => fderiv ℝ μ x (Pi.single i (Pi.single b 1)) a

/-- A uniform shift `c` of all atoms changes the dipole by `Q c`. -/
def ShiftLaw (μ : (ι → Vec) → Vec) (Q : ℝ) : Prop :=
  ∀ (x : ι → Vec) (c : Vec), μ (fun i => x i + c) = μ x + Q • c

/-- A proper rotation: an orthogonal matrix of determinant one. -/
def IsRotation (R : Matrix (Fin 3) (Fin 3) ℝ) : Prop := R * Rᵀ = 1 ∧ R.det = 1

/-- The dipole turns with the molecule under every proper rotation. -/
def RotationLaw (μ : (ι → Vec) → Vec) : Prop :=
  ∀ R, IsRotation R → ∀ x : ι → Vec, μ (fun i => R *ᵥ x i) = R *ᵥ μ x

/-- Rodrigues' matrix with axis vector `w` and coefficients `f`, `g`. -/
def rodrigues (w : Vec) (f g : ℝ) : Matrix (Fin 3) (Fin 3) ℝ :=
  !![1 - g * (w 1 ^ 2 + w 2 ^ 2), g * w 0 * w 1 - f * w 2, g * w 0 * w 2 + f * w 1;
     g * w 0 * w 1 + f * w 2, 1 - g * (w 0 ^ 2 + w 2 ^ 2), g * w 1 * w 2 - f * w 0;
     g * w 0 * w 2 - f * w 1, g * w 1 * w 2 + f * w 0, 1 - g * (w 0 ^ 2 + w 1 ^ 2)]

/-- A curve of Rodrigues matrices about `w`, with coefficients rational in the parameter `t`. -/
def spin (w : Vec) (t : ℝ) : Matrix (Fin 3) (Fin 3) ℝ :=
  rodrigues w (4 * t / (4 + t ^ 2 * (w 0 ^ 2 + w 1 ^ 2 + w 2 ^ 2)))
    (2 * t ^ 2 / (4 + t ^ 2 * (w 0 ^ 2 + w 1 ^ 2 + w 2 ^ 2)))

/-- Rodrigues' matrix acts on a vector through single and double cross products with `w`. -/
theorem rodrigues_mulVec (w v : Vec) (f g : ℝ) :
    rodrigues w f g *ᵥ v = v + (f • (w ⨯₃ v) + g • (w ⨯₃ (w ⨯₃ v))) := by
  ext i
  fin_cases i <;>
    simp [rodrigues, cross_apply, Matrix.mulVec, dotProduct, Fin.sum_univ_three] <;> ring

/-- Every matrix on the curve `spin w` is a proper rotation. -/
theorem spin_isRotation (w : Vec) (t : ℝ) : IsRotation (spin w t) := by
  have hd : 4 + t ^ 2 * (w 0 ^ 2 + w 1 ^ 2 + w 2 ^ 2) ≠ 0 := by positivity
  have hi := mul_inv_cancel₀ hd
  unfold spin
  -- the only relation between the two coefficients that is needed
  have h : 2 * (2 * t ^ 2 / (4 + t ^ 2 * (w 0 ^ 2 + w 1 ^ 2 + w 2 ^ 2))) =
      (4 * t / (4 + t ^ 2 * (w 0 ^ 2 + w 1 ^ 2 + w 2 ^ 2))) ^ 2 +
      (2 * t ^ 2 / (4 + t ^ 2 * (w 0 ^ 2 + w 1 ^ 2 + w 2 ^ 2))) ^ 2 *
        (w 0 ^ 2 + w 1 ^ 2 + w 2 ^ 2) := by
    simp only [div_eq_mul_inv]
    generalize (4 + t ^ 2 * (w 0 ^ 2 + w 1 ^ 2 + w 2 ^ 2))⁻¹ = e at hi ⊢
    linear_combination (-(4 * t ^ 2 * e)) * hi
  generalize 4 * t / (4 + t ^ 2 * (w 0 ^ 2 + w 1 ^ 2 + w 2 ^ 2)) = f at h ⊢
  generalize 2 * t ^ 2 / (4 + t ^ 2 * (w 0 ^ 2 + w 1 ^ 2 + w 2 ^ 2)) = g at h ⊢
  constructor
  · ext i j
    fin_cases i <;> fin_cases j <;>
      simp [rodrigues, Matrix.mul_apply, Fin.sum_univ_three]
    · linear_combination (-(w 1 ^ 2 + w 2 ^ 2)) * h
    · linear_combination (w 0 * w 1) * h
    · linear_combination (w 0 * w 2) * h
    · linear_combination (w 0 * w 1) * h
    · linear_combination (-(w 0 ^ 2 + w 2 ^ 2)) * h
    · linear_combination (w 1 * w 2) * h
    · linear_combination (w 0 * w 2) * h
    · linear_combination (w 1 * w 2) * h
    · linear_combination (-(w 0 ^ 2 + w 1 ^ 2)) * h
  · rw [Matrix.det_fin_three]
    simp [rodrigues]
    linear_combination (-(w 0 ^ 2 + w 1 ^ 2 + w 2 ^ 2)) * h

/-- At `t = 0` a vector carried along by `spin w` has velocity `w × v`. -/
theorem hasDerivAt_spin (w v : Vec) :
    HasDerivAt (fun t : ℝ => spin w t *ᵥ v) (w ⨯₃ v) 0 := by
  simp only [spin, rodrigues_mulVec]
  generalize w 0 ^ 2 + w 1 ^ 2 + w 2 ^ 2 = s
  have hn : HasDerivAt (fun t : ℝ => 4 * t) 4 0 := by
    simpa using (hasDerivAt_id' (0 : ℝ)).const_mul 4
  have hq : HasDerivAt (fun t : ℝ => 2 * t ^ 2) 0 0 := by
    simpa using (hasDerivAt_pow 2 (0 : ℝ)).const_mul 2
  have hd : HasDerivAt (fun t : ℝ => 4 + t ^ 2 * s) 0 0 := by
    simpa using ((hasDerivAt_pow 2 (0 : ℝ)).mul_const s).const_add 4
  have hf : HasDerivAt (fun t : ℝ => 4 * t / (4 + t ^ 2 * s)) 1 0 :=
    (hn.fun_div hd (by norm_num)).congr_deriv (by norm_num)
  have hg : HasDerivAt (fun t : ℝ => 2 * t ^ 2 / (4 + t ^ 2 * s)) 0 0 :=
    (hq.fun_div hd (by norm_num)).congr_deriv (by norm_num)
  exact (((hf.smul_const (w ⨯₃ v)).fun_add
    (hg.smul_const (w ⨯₃ (w ⨯₃ v)))).const_add v).congr_deriv (by simp)

/-- The dipole derivative along a displacement `v` is the sum of the polar tensors applied to the
atomic displacements. -/
theorem dipole_derivative_eq_sum (μ : (ι → Vec) → Vec) (x v : ι → Vec) :
    fderiv ℝ μ x v = ∑ i, polarTensor μ x i *ᵥ v i := by
  have key : ∀ (i : ι) (u : Vec),
      fderiv ℝ μ x (Pi.single i u) = polarTensor μ x i *ᵥ u := by
    intro i u
    let L : Vec →ₗ[ℝ] Vec :=
      (fderiv ℝ μ x).toLinearMap ∘ₗ LinearMap.single ℝ (fun _ : ι => Vec) i
    have hu : u = ∑ b, u b • (Pi.single b 1 : Vec) := by
      ext a
      simp [Finset.sum_apply, Pi.single_apply]
    have hL : L u = ∑ b, u b • L (Pi.single b 1) := by
      conv_lhs => rw [hu]
      simp only [map_sum, map_smul]
    ext a
    have ha := congrFun hL a
    simp only [Finset.sum_apply, Pi.smul_apply, smul_eq_mul] at ha
    change L u a = ∑ b, L (Pi.single b 1) a * u b
    rw [ha]
    exact Finset.sum_congr rfl fun b _ => mul_comm _ _
  conv_lhs => rw [← Finset.univ_sum_single v]
  rw [map_sum]
  exact Finset.sum_congr rfl fun i _ => key i (v i)

/-- Sum rules for the atomic polar tensors of a dipole map that is differentiable at `x` and obeys
the shift and rotation laws: they add up to `Q` times the identity, and applied to an infinitesimal
rotation of the atoms they give the same rotation of the dipole. -/
theorem polarTensor_sum_rules {μ : (ι → Vec) → Vec} {Q : ℝ} {x : ι → Vec}
    (hμ : DifferentiableAt ℝ μ x) (hs : ShiftLaw μ Q) (hr : RotationLaw μ) :
    ∑ i, polarTensor μ x i = Q • (1 : Matrix (Fin 3) (Fin 3) ℝ) ∧
      ∀ w : Vec, ∑ i, polarTensor μ x i *ᵥ (w ⨯₃ x i) = w ⨯₃ μ x := by
  -- chain rule along a curve of configurations through `x`
  have chain : ∀ (γ : ℝ → ι → Vec) (v : ι → Vec), γ 0 = x → HasDerivAt γ v 0 →
      HasDerivAt (fun t => μ (γ t)) (fderiv ℝ μ x v) 0 := by
    intro γ v h0 hγ
    have h : HasFDerivAt μ (fderiv ℝ μ x) (γ 0) := by
      rw [h0]
      exact hμ.hasFDerivAt
    exact h.comp_hasDerivAt (0 : ℝ) hγ
  constructor
  · ext a b
    let c : Vec := Pi.single b 1
    have hc : HasDerivAt (fun t : ℝ => t • c) c 0 := by
      simpa using (hasDerivAt_id' (0 : ℝ)).smul_const c
    have h1 := chain (fun t i => x i + t • c) (fun _ => c) (by simp)
      (hasDerivAt_pi.2 fun i => hc.const_add (x i))
    simp only [hs x] at h1
    have h2 := h1.unique ((hc.const_smul Q).const_add (μ x))
    rw [dipole_derivative_eq_sum] at h2
    have h3 := congrFun h2 a
    simpa [c, Finset.sum_apply, Matrix.sum_apply, Matrix.one_apply, Pi.single_apply] using h3
  · intro w
    have h1 := chain (fun t i => spin w t *ᵥ x i) (fun i => w ⨯₃ x i)
      (by funext i; simp [spin, rodrigues_mulVec])
      (hasDerivAt_pi.2 fun i => hasDerivAt_spin w (x i))
    simp only [hr _ (spin_isRotation w _) x] at h1
    rw [← dipole_derivative_eq_sum μ x (fun i => w ⨯₃ x i)]
    exact h1.unique (hasDerivAt_spin w (μ x))

/-- The dipole derivative along a common shift `c` of all atoms is the sum of the polar tensors,
applied to `c`. -/
theorem dipole_derivative_shift (μ : (ι → Vec) → Vec) (x : ι → Vec) (c : Vec) :
    fderiv ℝ μ x (fun _ => c) = (∑ i, polarTensor μ x i) *ᵥ c := by
  rw [dipole_derivative_eq_sum]
  ext a
  simp only [Finset.sum_apply, Matrix.mulVec, dotProduct, Matrix.sum_apply, Finset.sum_mul]
  exact Finset.sum_comm

/-- If the dipole map is differentiable at `x` and obeys the shift and rotation laws, its derivative
along a rigid displacement `c + w × xᵢ` is `Q c + w × μ`. -/
theorem dipole_derivative_rigid {μ : (ι → Vec) → Vec} {Q : ℝ} {x : ι → Vec}
    (hμ : DifferentiableAt ℝ μ x) (hs : ShiftLaw μ Q) (hr : RotationLaw μ) (c w : Vec) :
    fderiv ℝ μ x (fun i => c + w ⨯₃ x i) = Q • c + w ⨯₃ μ x := by
  obtain ⟨h1, h2⟩ := polarTensor_sum_rules hμ hs hr
  have hsplit : (fun i => c + w ⨯₃ x i) = (fun _ : ι => c) + fun i => w ⨯₃ x i := rfl
  rw [hsplit, map_add, dipole_derivative_shift, h1,
    dipole_derivative_eq_sum μ x (fun i => w ⨯₃ x i), h2 w, Matrix.smul_mulVec,
    Matrix.one_mulVec]

/-- Converse for shifts: if the polar tensors of a differentiable dipole map add up to `Q` times
the identity at every configuration, a uniform shift `c` changes the dipole by `Q c`. -/
theorem shiftLaw_of_sum_rule {μ : (ι → Vec) → Vec} {Q : ℝ} (hμ : Differentiable ℝ μ)
    (h : ∀ x, ∑ i, polarTensor μ x i = Q • (1 : Matrix (Fin 3) (Fin 3) ℝ)) :
    ShiftLaw μ Q := by
  intro x c
  -- the dipole minus its expected change is constant along the shift
  have hd : ∀ t : ℝ,
      HasDerivAt (fun t : ℝ => μ (fun i => x i + t • c) - t • (Q • c)) 0 t := by
    intro t
    have hc : ∀ u : Vec, HasDerivAt (fun t : ℝ => t • u) u t := fun u => by
      simpa using (hasDerivAt_id' t).smul_const u
    have hγ : HasDerivAt (fun (t : ℝ) (i : ι) => x i + t • c) (fun _ => c) t :=
      hasDerivAt_pi.2 fun i => (hc c).const_add (x i)
    have h1 := (hμ (fun i => x i + t • c)).hasFDerivAt.comp_hasDerivAt t hγ
    rw [dipole_derivative_shift, h, Matrix.smul_mulVec, Matrix.one_mulVec] at h1
    exact (h1.fun_sub (hc (Q • c))).congr_deriv (sub_self _)
  have h01 := is_const_of_deriv_eq_zero (fun t => (hd t).differentiableAt)
    (fun t => (hd t).deriv) 1 0
  simp only [one_smul, zero_smul, add_zero, sub_zero] at h01
  exact sub_eq_iff_eq_add.mp h01

/-- The dipole of fixed point charges `q i` at positions `x i`. -/
def pointChargeDipole (q : ι → ℝ) (x : ι → Vec) : Vec := ∑ i, q i • x i

omit [DecidableEq ι] in
/-- The dipole of fixed point charges is differentiable and obeys the shift law, with the sum of
the charges as `Q`, and the rotation law. -/
theorem pointChargeDipole_witness (q : ι → ℝ) :
    Differentiable ℝ (pointChargeDipole q) ∧ ShiftLaw (pointChargeDipole q) (∑ i, q i) ∧
      RotationLaw (pointChargeDipole q) := by
  refine ⟨?_, ?_, ?_⟩
  · unfold pointChargeDipole
    fun_prop
  · intro x c
    simp only [pointChargeDipole, smul_add, Finset.sum_add_distrib, Finset.sum_smul]
  · intro R _ x
    change ∑ i, q i • (R *ᵥ x i) = R.mulVecLin (∑ i, q i • x i)
    simp only [map_sum, map_smul, Matrix.mulVecLin_apply]

end

end AtomicPolarTensor
```

```lean
#print axioms AtomicPolarTensor.polarTensor_sum_rules
#print axioms AtomicPolarTensor.dipole_derivative_rigid
#print axioms AtomicPolarTensor.shiftLaw_of_sum_rule
```

```
'AtomicPolarTensor.polarTensor_sum_rules' depends on axioms: [propext, Classical.choice, Quot.sound]
'AtomicPolarTensor.dipole_derivative_rigid' depends on axioms: [propext, Classical.choice, Quot.sound]
'AtomicPolarTensor.shiftLaw_of_sum_rule' depends on axioms: [propext, Classical.choice, Quot.sound]
```

## How the proof follows the derivation

**The rotations.** `rodrigues` writes out $\mathbf 1+fK+gK^2$ entry by entry, and `rodrigues_mulVec` checks that it acts through single and double cross products. `spin` inserts the rational coefficients. In `spin_isRotation`, the step `h` is the relation $2g=f^2+g^2s$. The two fractions are then replaced by plain variables `f` and `g`, and each entry of $RR^{\mathsf T}$, as well as the determinant, follows from a multiple of `h` through `linear_combination`. This replaces the argument with $K^3=-sK$ and the eigenvalues.

`hasDerivAt_spin` differentiates the coefficients with the quotient rule, finds 1 and 0 at $t=0$, and obtains the velocity $w\times v$.

**The derivative as a sum over atoms.** `dipole_derivative_eq_sum` splits a displacement into its atomic parts and each part into Cartesian components, then uses linearity. It needs no differentiability hypothesis, because Lean's `fderiv` is zero where the derivative does not exist and both sides then vanish.

**The sum rules.** Inside `polarTensor_sum_rules`, the step `chain` is the chain rule along a curve of configurations through `x`. It is applied once to the shifted configurations and once to the rotated ones. In each case the covariance law rewrites the dipole along the curve, which gives a second expression for the same derivative, and `unique` equates the two. For the first rule, `c` is a unit vector along axis `b`, so the matrix identity is read off column by column.

**The companion theorems.** `dipole_derivative_shift` takes the common shift out of the sum, and `dipole_derivative_rigid` combines it with both rules. `shiftLaw_of_sum_rule` is the constancy argument above, with `is_const_of_deriv_eq_zero` supplying the last step.

Finally, `pointChargeDipole_witness` shows that fixed point charges, $\mu(x)=\sum_iq_ix_i$, satisfy all the hypotheses with $Q=\sum_iq_i$. For them $P_i=q_i\mathbf 1$, and both sum rules can be seen at a glance.
